# Solving a two-dimensional plasmon condition for the squared velocity ratio

The lemma concerns a plasmon condition in two dimensions, s/√(s² − 1) − 1 = q/2, for a velocity ratio s > 1 and a real parameter q > 0. It states that this condition holds exactly when s² = (1 + q/2)²/(q(1 + q/4)). The condition itself is taken as given, not derived from a model of the electrons. The proof calls the square root R, keeps the facts R > 0 and R² = s² − 1, and means to clear the denominator in the formula for s². Each direction then goes through s = (1 + q/2)R, and in the reverse direction this follows from the equality of the squares because both sides are positive.

An attempt in Lean 4 with a fault in it:

```lean
import Mathlib

open Real Filter Topology

namespace TwoDimensionalPlasmon

noncomputable section

/-- The plasmon condition for the velocity ratio `s > 1`, solved for `s²`. -/
theorem velocity_ratio_iff {s q : ℝ} (hs : 1 < s) (hq : 0 < q) :
    s / √(s ^ 2 - 1) - 1 = q / 2 ↔ s ^ 2 = (1 + q / 2) ^ 2 / (q * (1 + q / 4)) := by
  have hR : 0 < √(s ^ 2 - 1) := Real.sqrt_pos.mpr (by nlinarith)
  have hR2 : √(s ^ 2 - 1) ^ 2 = s ^ 2 - 1 := Real.sq_sqrt (by nlinarith)
  generalize √(s ^ 2 - 1) = R at hR hR2 ⊢
  rw [eq_div_iff (by positivity)]
  constructor
  · intro h
    have h' : s = (1 + q / 2) * R := (div_eq_iff hR.ne').1 (by linarith)
    linear_combination -(1 + q / 2) ^ 2 * hR2 - (s + (1 + q / 2) * R) * h'
  · intro h
    have h2 : s ^ 2 = ((1 + q / 2) * R) ^ 2 := by
      linear_combination -h - (1 + q / 2) ^ 2 * hR2
    -- both sides are positive, so the squares may be dropped
    have h' : s = (1 + q / 2) * R := (sq_eq_sq₀ (by linarith) (by positivity)).1 h2
    have h3 : s / R = 1 + q / 2 := (div_eq_iff hR.ne').2 h'
    linarith

end

end TwoDimensionalPlasmon
```

The compiler's answer:

```
Main.lean:19:4: error: ring failed, ring expressions not equal
s q : ℝ
hs : 1 < s
hq : 0 < q
R : ℝ
hR : 0 < R
hR2 : R ^ 2 = s ^ 2 - 1
h : (s / R - 1) * 2 = q
h' : s = (1 + q / 2) * R
⊢ 1 + s ^ 2 - s ^ 2 * q + s ^ 2 * q ^ 2 * (-1 / 4) + q - q * (q + q ^ 2 * (1 / 4))⁻¹ + q ^ 2 * (1 / 4) +
        q ^ 2 * (q + q ^ 2 * (1 / 4))⁻¹ * (-1 / 4) -
      (q + q ^ 2 * (1 / 4))⁻¹ =
    0
Main.lean:22:6: error: ring failed, ring expressions not equal
s q : ℝ
hs : 1 < s
hq : 0 < q
R : ℝ
hR : 0 < R
hR2 : R ^ 2 = s ^ 2 - 1
h : s ^ 2 = (1 + q / 2) ^ 2 / (q * (1 + q / 4))
⊢ 1 + s ^ 2 - s ^ 2 * q + s ^ 2 * q ^ 2 * (-1 / 4) + q - q * (q + q ^ 2 * (1 / 4))⁻¹ + q ^ 2 * (1 / 4) +
        q ^ 2 * (q + q ^ 2 * (1 / 4))⁻¹ * (-1 / 4) -
      (q + q ^ 2 * (1 / 4))⁻¹ =
    0
```

Cause. Both messages say that `ring`, which `linear_combination` calls to check its identity, was left with an expression it could not reduce to zero. The fault lies earlier, in the `rw`. `eq_div_iff` turns `a = b / c` into `a * c = b`, and with a bare `by positivity` nothing says which `c` is meant. The rewrite took the first equation that fits, the plasmon condition with its `q / 2`, as `h : (s / R - 1) * 2 = q` in the first message shows.

The formula for `s ^ 2` therefore kept its denominator, as the goal in the forward direction and as `h` in the reverse. The coefficients given to `linear_combination` are right only for the cleared form, so an inverse of `q + q ^ 2 * (1 / 4)` remains in both messages.

The repair states the type of the side condition, `q * (1 + q / 4) ≠ 0`. This fixes `c`, so the rewrite passes over `q / 2` and clears the intended denominator, and both `linear_combination` calls then succeed unchanged.

The repair, with which the file compiles:

```diff
@@ -13,5 +13,5 @@
   have hR2 : √(s ^ 2 - 1) ^ 2 = s ^ 2 - 1 := Real.sq_sqrt (by nlinarith)
   generalize √(s ^ 2 - 1) = R at hR hR2 ⊢
-  rw [eq_div_iff (by positivity)]
+  rw [eq_div_iff (show q * (1 + q / 4) ≠ 0 by positivity)]
   constructor
   · intro h
```
